# Total orbital and spin projections of k spin-up electrons in the orbitals of highest m

Place `k` spin-up electrons in the orbitals m = l, l − 1, …, l + 1 − k, one in each, and no spin-down electrons. The theorem `projections_lessThanHalf` states that their orbital projections add up to k(2l + 1 − k)/2 and their spin projections to k/2, in units of ħ. The determinant is modelled only as a finite set of pairs of an integer m and a spin; no Hamiltonian enters, and `k` is not required to satisfy k ≤ 2l + 1, the limit for a real shell. The attempt proves the two equations separately: the orbital one by rewriting with earlier lemmas on sums, the spin one by letting `simp only` turn sums of constants into electron counts and leaving the arithmetic to `ring`.

In Lean, a first try:

```lean
import Mathlib

open Finset

namespace HundThirdRule

noncomputable section

/-- The spin projection of an electron: `true` is spin up, `false` is spin down. -/
def ms : Bool → ℝ
  | true => 1 / 2
  | false => -1 / 2

/-- The determinant with spin-up electrons in the orbitals `U` and spin-down electrons in `D`. -/
def electrons (U D : Finset ℤ) : Finset (ℤ × Bool) :=
  U ×ˢ {true} ∪ D ×ˢ {false}

/-- The `k` orbitals of largest `m`, counted downwards from `m = l`. -/
def highest (l k : ℕ) : Finset ℤ := Icc ((l : ℤ) + 1 - k) l

/-- Total orbital projection of a determinant. -/
def totalML (C : Finset (ℤ × Bool)) : ℝ := ∑ e ∈ C, (e.1 : ℝ)

/-- Total spin projection of a determinant. -/
def totalMS (C : Finset (ℤ × Bool)) : ℝ := ∑ e ∈ C, ms e.2

/-- Only the `k` highest orbitals filled, all with spin up. -/
def lessThanHalf (l k : ℕ) : Finset (ℤ × Bool) := electrons (highest l k) ∅

/-- A sum over the electrons splits into a spin-up and a spin-down part. -/
theorem sum_electrons (U D : Finset ℤ) (f : ℤ × Bool → ℝ) :
    ∑ e ∈ electrons U D, f e = ∑ m ∈ U, f (m, true) + ∑ m ∈ D, f (m, false) := by
  have hd : Disjoint (U ×ˢ ({true} : Finset Bool)) (D ×ˢ ({false} : Finset Bool)) := by
    rw [Finset.disjoint_left]
    intro e h1 h2
    have a := Finset.mem_singleton.1 (Finset.mem_product.1 h1).2
    have b := Finset.mem_singleton.1 (Finset.mem_product.1 h2).2
    exact absurd (a.symm.trans b) (by decide)
  rw [electrons, Finset.sum_union hd, Finset.sum_product, Finset.sum_product]
  simp only [Finset.sum_singleton]

/-- The `k` largest values of `m` add up to `k (2l + 1 - k) / 2`. -/
theorem sum_highest (l k : ℕ) :
    ∑ m ∈ highest l k, (m : ℝ) = k * (2 * l + 1 - k) / 2 := by
  induction k with
  | zero => simp [highest]
  | succ k ih =>
    -- one more electron enters the orbital m = l - k
    have hs : highest l (k + 1) = insert ((l : ℤ) - k) (highest l k) := by
      ext m
      simp only [highest, Finset.mem_insert, Finset.mem_Icc]
      omega
    have hn : ((l : ℤ) - k) ∉ highest l k := by
      simp only [highest, Finset.mem_Icc]
      omega
    rw [hs, Finset.sum_insert hn, ih]
    push_cast
    ring

lemma card_highest (l k : ℕ) : (highest l k).card = k := by
  rw [highest, Int.card_Icc]
  omega

/-- Total projections of `k` spin-up electrons in the highest orbitals. -/
theorem projections_lessThanHalf (l k : ℕ) :
    totalML (lessThanHalf l k) = k * (2 * l + 1 - k) / 2 ∧
      totalMS (lessThanHalf l k) = k / 2 := by
  constructor
  · rw [totalML, lessThanHalf, sum_electrons, sum_highest, Finset.sum_empty, add_zero]
  · simp only [totalMS, lessThanHalf, sum_electrons, ms, Finset.sum_const, nsmul_eq_mul,
      card_highest, Finset.sum_empty]
    ring

end

end HundThirdRule
```

Lean reports:

```
Try this:
  [apply] ring_nf
  
  The `ring` tactic failed to close the goal. Use `ring_nf` to obtain a normal form.
    
  Note that `ring` works primarily in *commutative* rings. If you have a noncommutative ring, abelian group or module, consider using `noncomm_ring`, `abel` or `module` instead.
Main.lean:70:2: error: unsolved goals
case right
l k : ℕ
⊢ ↑k * (1 / 2) + ↑(#∅) * (-1 / 2) = ↑k * (1 / 2)
Main.lean:71:20: warning: This simp argument is unused:
  Finset.sum_empty

Hint: Omit it from the simp argument list.
  [apply] simp only [totalMS, lessThanHalf, sum_electrons, ms, Finset.sum_const, nsmul_eq_mul, card_highest]

Note: This linter can be disabled with `set_option linter.unusedSimpArgs false`
```

What went wrong. The error is in the spin half. `ring` could not close the goal, and what remained contains the term `↑(#∅) * (-1 / 2)`, the number of spin-down electrons times their spin. That number is zero, but `ring` does not evaluate the cardinality of a set and treats it as an unknown.

The term arose because the spin-down sum runs over the empty set and also has a constant summand, so both `Finset.sum_empty` and `Finset.sum_const` fit it. `simp only` used `Finset.sum_const`, which made the sum a cardinality times a constant. No empty sum was left for `Finset.sum_empty`, hence the warning that this argument is unused.

The repair adds `Finset.card_empty`, which replaces `#∅` by the natural number 0, and `Nat.cast_zero`, which turns its cast into the real number 0. The spin-down term then vanishes and `ring` can finish. Dropping the unused `Finset.sum_empty` is mere tidying.

Lean accepts the file once it reads:

```diff
@@ -69,5 +69,5 @@
   · rw [totalML, lessThanHalf, sum_electrons, sum_highest, Finset.sum_empty, add_zero]
   · simp only [totalMS, lessThanHalf, sum_electrons, ms, Finset.sum_const, nsmul_eq_mul,
-      card_highest, Finset.sum_empty]
+      card_highest, Finset.card_empty, Nat.cast_zero]
     ring
 
```
